# For n distinct inverse temperatures, the matrix Z(bᵢ + bⱼ) of a finite spectrum is positive definite exactly when there are at least n distinct energies

Suppose a function $F(H)$ of a finite Hermitian Hamiltonian matrix $H$ is to be approximated by a combination of thermal operators, $\sum_i x_i e^{-b_i H}$, with $n$ chosen inverse temperatures $b_0,\dots,b_{n-1}$ and real coefficients $x_i$. With $E_k$ the eigenvalues of $H$ and $F$ real on them, least squares minimises

$$\sum_k \Big(F(E_k) - \sum_i x_i e^{-b_i E_k}\Big)^2 .$$

Setting the derivative with respect to $x_i$ to zero gives the linear system

$$\sum_j Z(b_i+b_j)\,x_j = \sum_k F(E_k)\,e^{-b_iE_k}, \qquad Z(\beta)=\sum_k e^{-\beta E_k}.$$

The next step is to solve it, for instance by Cholesky factorisation, and the coefficients are unique exactly when the matrix $M_{ij}=Z(b_i+b_j)$ is positive definite. For distinct $b_i$, this holds exactly when $H$ has at least $n$ distinct eigenvalues.

In electronic structure, $H$ could be a one-electron Hamiltonian in a finite orthonormal basis and $F$ the Fermi function; $Z$ is then a sum over orbital energies, not the many-electron partition function. The theorems start from the list of energies, so the diagonalisation that turns $\operatorname{tr} e^{-\beta H}$ into $\sum_k e^{-\beta E_k}$ is left to the reader.

## A finite list of real energies

Physically, this hypothesis describes a system with finitely many states. In Lean, the states are labelled by a finite type `ι` and the energies are a function `E : ι → ℝ`. Repeated values represent degeneracy. Boltzmann's constant is absorbed into $\beta = 1/k_BT$.

```lean
import Mathlib

open Matrix

namespace ThermalGramMatrix

noncomputable section

variable {ι : Type*} [Fintype ι] {n : ℕ}

/-- The partition function `Z(β) = ∑ₖ exp(-β Eₖ)` of a finite list of energy levels. -/
def partitionFunction (E : ι → ℝ) (β : ℝ) : ℝ := ∑ k, Real.exp (-(β * E k))
```

The inverse temperatures are `b : Fin n → ℝ`, numbered from 0. They may be negative or zero.

```lean
/-- The matrix with entries `Z(bᵢ + bⱼ)` for inverse temperatures `b₀, …, bₙ₋₁`. -/
def thermalMatrix (E : ι → ℝ) (b : Fin n → ℝ) : Matrix (Fin n) (Fin n) ℝ :=
  Matrix.of fun i j => partitionFunction E (b i + b j)
```

`levelCount` is the number of distinct values of `E`, so a degenerate level counts once.

```lean
/-- The number of distinct energy values in the spectrum, degeneracies not counted. -/
def levelCount (E : ι → ℝ) : ℕ := (Finset.univ.image E).card
```

The remaining definition is the function fitted above, $f_x(e)=\sum_i x_i e^{-b_i e}$.

```lean
/-- The combination `∑ᵢ xᵢ exp(-bᵢ e)` of Boltzmann factors, as a function of the energy `e`. -/
def thermalCombination (b x : Fin n → ℝ) (e : ℝ) : ℝ := ∑ i, x i * Real.exp (-(b i * e))
```

By hand, finiteness lets the sums be exchanged freely. Since $e^{-(b_i+b_j)E_k}=e^{-b_iE_k}e^{-b_jE_k}$,

$$(Mx)_i=\sum_j\sum_k e^{-b_iE_k}e^{-b_jE_k}x_j=\sum_k e^{-b_iE_k} f_x(E_k).$$

The Lean proof does the same: `Finset.sum_comm` exchanges the sums and `Real.exp_add` splits the exponential.

```lean
/-- Entry `i` of the thermal matrix applied to `x` is the sum over the states `k` of `exp(-bᵢ Eₖ)`
times the combination of Boltzmann factors with coefficients `x` at `Eₖ`. -/
theorem thermalMatrix_mulVec (E : ι → ℝ) (b x : Fin n → ℝ) (i : Fin n) :
    (thermalMatrix E b *ᵥ x) i
      = ∑ k, Real.exp (-(b i * E k)) * thermalCombination b x (E k) := by
  simp only [Matrix.mulVec, dotProduct, thermalMatrix, Matrix.of_apply, partitionFunction,
    thermalCombination, Finset.sum_mul, Finset.mul_sum]
  rw [Finset.sum_comm]
  refine Finset.sum_congr rfl fun k _ => Finset.sum_congr rfl fun j _ => ?_
  have h : Real.exp (-((b i + b j) * E k))
      = Real.exp (-(b i * E k)) * Real.exp (-(b j * E k)) := by
    rw [← Real.exp_add]; congr 1; ring
  rw [h]; ring
```

Multiplying by $x_i$ and summing over $i$ produces a second factor $f_x(E_k)$:

$$x^{\mathsf T}Mx=\sum_k f_x(E_k)^2 .$$

```lean
/-- The quadratic form of the thermal matrix is a sum of squares, one for each state `k`. -/
theorem quadraticForm_eq (E : ι → ℝ) (b x : Fin n → ℝ) :
    x ⬝ᵥ thermalMatrix E b *ᵥ x = ∑ k, thermalCombination b x (E k) ^ 2 := by
  simp only [dotProduct, thermalMatrix_mulVec, Finset.mul_sum]
  rw [Finset.sum_comm]
  refine Finset.sum_congr rfl fun k _ => ?_
  calc ∑ i, x i * (Real.exp (-(b i * E k)) * thermalCombination b x (E k))
      = (∑ i, x i * Real.exp (-(b i * E k))) * thermalCombination b x (E k) := by
        rw [Finset.sum_mul]
        exact Finset.sum_congr rfl fun i _ => by ring
    _ = thermalCombination b x (E k) ^ 2 := by rw [sq]; rfl
```

Reality of the energies and of the $b_i$ makes each term the square of a real number, hence nonnegative. If $b_0$ were imaginary, the single entry $Z(2b_0)$ of a one-state system would be a phase, in general not a positive number. If the list of energies were infinite, $Z$ could diverge: for a harmonic oscillator it does so at every $\beta\le 0$, and arbitrary real $b_i$ would no longer be allowed.

## Distinct inverse temperatures

The hypothesis `Function.Injective b` says that no temperature is used twice. Without it, two rows of $M$ coincide and the determinant is zero, however rich the spectrum.

By hand, it enters in showing that if $f_x$ vanishes at $n$ distinct energies, then $x=0$. The tool is Rolle's theorem, applied between neighbouring zeros. If $g$ vanishes at $t_0<\dots<t_n$, there is a zero $u_k$ of $g'$ in each interval $(t_k,t_{k+1})$. These zeros are ordered, because $i<j$ gives $u_i<t_{i+1}\le t_j<u_j$.

```lean
/-- If a differentiable function has `n + 1` zeros, listed in increasing order, then its derivative
has `n` zeros, also listed in increasing order. -/
theorem rolle_ordered {g g' : ℝ → ℝ} (hg : ∀ s, HasDerivAt g (g' s) s)
    {t : Fin (n + 1) → ℝ} (ht : StrictMono t) (hz : ∀ k, g (t k) = 0) :
    ∃ u : Fin n → ℝ, StrictMono u ∧ ∀ k, g' (u k) = 0 := by
  have hr : ∀ k : Fin n, ∃ s ∈ Set.Ioo (t k.castSucc) (t k.succ), g' s = 0 := fun k =>
    exists_hasDerivAt_eq_zero (ht (Fin.lt_def.2 (by simp)))
      (fun s _ => (hg s).continuousAt.continuousWithinAt)
      ((hz _).trans (hz _).symm) (fun s _ => hg s)
  choose u hu hu0 using hr
  refine ⟨u, fun i j hij => ?_, hu0⟩
  have hle : i.succ ≤ j.castSucc := by
    have h := Fin.lt_def.1 hij
    rw [Fin.le_def, Fin.val_succ, Fin.val_castSucc]
    omega
  exact (hu i).2.trans_le ((ht.monotone hle).trans (hu j).1.le)
```

The claim now follows by induction on the number of exponentials. With none, there are no coefficients. For $n+1$ exponentials and zeros $t_0<\dots<t_n$, multiply by $e^{b_0s}$ so that the first term becomes constant:

$$g(s)=e^{b_0s}f_x(s)=x_0+\sum_{i=1}^{n}x_i e^{(b_0-b_i)s}.$$

This $g$ has the same $n+1$ zeros, so its derivative

$$g'(s)=e^{b_0s}\sum_{i=1}^{n}x_i(b_0-b_i)\,e^{-b_is}$$

has $n$ distinct zeros. The sum is a combination of $n$ exponentials with distinct $b_i$, and the induction hypothesis gives $x_i(b_0-b_i)=0$ for $i\ge1$. Because $b_i\neq b_0$, it follows that $x_i=0$. What remains is $x_0e^{-b_0t_0}=0$, so $x_0=0$ as well.

```lean
/-- If a combination of `n` Boltzmann factors with distinct inverse temperatures vanishes at
`n` distinct energies, listed in increasing order, then all its coefficients are zero. -/
theorem coefficients_eq_zero (n : ℕ) : ∀ b x t : Fin n → ℝ, Function.Injective b →
    StrictMono t → (∀ k, thermalCombination b x (t k) = 0) → x = 0 := by
  induction n with
  | zero => intro b x t _ _ _; exact Subsingleton.elim _ _
  | succ n ih =>
    intro b x t hb ht hx
    have hsplit : ∀ a s : ℝ, Real.exp ((b 0 - a) * s)
        = Real.exp (b 0 * s) * Real.exp (-(a * s)) := by
      intro a s
      rw [← Real.exp_add]; congr 1; ring
    -- multiply by `exp (b 0 * s)`: the first term becomes constant
    obtain ⟨u, hu, hu0⟩ := rolle_ordered
      (g := fun s => ∑ i, x i * Real.exp ((b 0 - b i) * s))
      (g' := fun s => ∑ i, x i * (Real.exp ((b 0 - b i) * s) * (b 0 - b i)))
      (fun s => by
        refine HasDerivAt.fun_sum fun i _ => ?_
        have h := (((hasDerivAt_id' s).const_mul (b 0 - b i)).exp).const_mul (x i)
        simp only [mul_one] at h
        exact h) ht
      (fun k => by
        have e : ∑ i, x i * Real.exp ((b 0 - b i) * t k)
            = Real.exp (b 0 * t k) * thermalCombination b x (t k) := by
          rw [thermalCombination, Finset.mul_sum]
          exact Finset.sum_congr rfl fun i _ => by rw [hsplit]; ring
        exact e.trans (by rw [hx k, mul_zero]))
    -- the derivative is a combination of the remaining `n` exponentials
    have hy := ih (fun i => b i.succ) (fun i => x i.succ * (b 0 - b i.succ)) u
      (fun i j h => Fin.succ_injective n (hb h)) hu (fun k => by
        have e : ∑ i, x i * (Real.exp ((b 0 - b i) * u k) * (b 0 - b i))
            = Real.exp (b 0 * u k) * thermalCombination (fun i => b i.succ)
              (fun i => x i.succ * (b 0 - b i.succ)) (u k) := by
          rw [Fin.sum_univ_succ, sub_self, mul_zero, mul_zero, zero_add,
            thermalCombination, Finset.mul_sum]
          refine Finset.sum_congr rfl fun i _ => ?_
          rw [hsplit]; ring
        exact (mul_eq_zero.1 (e.symm.trans (hu0 k))).resolve_left (Real.exp_ne_zero _))
    have hs : ∀ i : Fin n, x i.succ = 0 := fun i => by
      have h1 : x i.succ * (b 0 - b i.succ) = 0 := congrFun hy i
      exact (mul_eq_zero.1 h1).resolve_right
        (sub_ne_zero.2 fun h => Fin.succ_ne_zero i (hb h).symm)
    have h0 : x 0 = 0 := by
      simpa [thermalCombination, Fin.sum_univ_succ, hs] using hx 0
    funext i
    exact Fin.cases h0 hs i
```

In the code, `rolle_ordered` is applied to $g$, and `Fin.sum_univ_succ` separates the term with index 0, which differentiation has removed. The call `ih` is the induction hypothesis with coefficients `x i.succ * (b 0 - b i.succ)`. Injectivity is used twice: to pass distinctness on to the shorter list, and to cancel the factor $b_0-b_i$ in `hs`.

## At least n distinct energies

The condition `n ≤ levelCount E` says that the spectrum offers at least as many distinct energies as there are Boltzmann factors to tell apart. Degeneracy does not help, since a repeated level samples $f_x$ at the same point again.

Suppose there are only $m<n$ distinct energies. The map sending the $n$ coefficients $x$ to the $m$ values of $f_x$ on them is linear from $\mathbb R^n$ to $\mathbb R^m$, so it has a nonzero vector in its kernel. For that $x$, $f_x$ vanishes on the whole spectrum. In the fit, it can be added to any solution without changing the approximation.

```lean
/-- If the spectrum has fewer than `n` distinct energies, some combination of the `n` Boltzmann
factors, with coefficients not all zero, vanishes on every level. -/
theorem exists_vanishing_combination (E : ι → ℝ) (b : Fin n → ℝ) (h : levelCount E < n) :
    ∃ x : Fin n → ℝ, x ≠ 0 ∧ ∀ k, thermalCombination b x (E k) = 0 := by
  -- a linear map from `n` coefficients to fewer values has a nonzero kernel
  let A : Matrix (Finset.univ.image E) (Fin n) ℝ :=
    Matrix.of fun e i => Real.exp (-(b i * (e : ℝ)))
  have hker : LinearMap.ker A.mulVecLin ≠ ⊥ := by
    apply LinearMap.ker_ne_bot_of_finrank_lt
    rw [Module.finrank_fintype_fun_eq_card, Module.finrank_fintype_fun_eq_card,
      Fintype.card_coe, Fintype.card_fin]
    exact h
  obtain ⟨x, hx, hx0⟩ := Submodule.exists_mem_ne_zero_of_ne_bot hker
  refine ⟨x, hx0, fun k => ?_⟩
  have hk : ∑ i, Real.exp (-(b i * E k)) * x i = 0 :=
    congrFun (LinearMap.mem_ker.1 hx) ⟨E k, Finset.mem_image_of_mem E (Finset.mem_univ k)⟩
  rw [thermalCombination, ← hk]
  exact Finset.sum_congr rfl fun i _ => mul_comm _ _
```

The matrix `A` is this linear map, and `LinearMap.ker_ne_bot_of_finrank_lt` is the dimension count. Distinctness of the $b_i$ is not needed here.

## Which conclusion needs which hypothesis

Semidefiniteness needs only the finite list of real energies and real $b_i$. The matrix is symmetric because $b_i+b_j=b_j+b_i$, and its quadratic form is a sum of squares.

```lean
/-- The matrix `Z(bᵢ + bⱼ)` is positive semidefinite for any real inverse temperatures. -/
theorem thermalMatrix_posSemidef (E : ι → ℝ) (b : Fin n → ℝ) :
    (thermalMatrix E b).PosSemidef := by
  refine Matrix.PosSemidef.of_dotProduct_mulVec_nonneg
    (Matrix.IsHermitian.ext fun i j => by simp [thermalMatrix, add_comm]) fun x => ?_
  rw [star_trivial, quadraticForm_eq]
  exact Finset.sum_nonneg fun k _ => sq_nonneg _
```

The next theorem says that, for distinct inverse temperatures, $M$ is symmetric with $x^{\mathsf T}Mx>0$ for every nonzero $x$ if and only if the number of distinct energies is at least $n$.

```lean
/-- For `n` distinct inverse temperatures, the matrix `Z(bᵢ + bⱼ)` is positive definite exactly
when the spectrum has at least `n` distinct energies. -/
theorem thermalMatrix_posDef_iff (E : ι → ℝ) {b : Fin n → ℝ} (hb : Function.Injective b) :
    (thermalMatrix E b).PosDef ↔ n ≤ levelCount E := by
  constructor
  · intro hM
    by_contra hlt
    obtain ⟨x, hx0, hx⟩ := exists_vanishing_combination E b (not_le.1 hlt)
    have hpos := hM.dotProduct_mulVec_pos hx0
    rw [star_trivial, quadraticForm_eq] at hpos
    simp [hx] at hpos
  · intro hn
    rw [Matrix.posDef_iff_dotProduct_mulVec]
    refine ⟨(thermalMatrix_posSemidef E b).isHermitian, ?_⟩
    intro x hx0
    rw [star_trivial, quadraticForm_eq]
    refine lt_of_le_of_ne (Finset.sum_nonneg fun k _ => sq_nonneg _) fun hsum => hx0 ?_
    have hk := (Finset.sum_eq_zero_iff_of_nonneg fun k _ => sq_nonneg _).1 hsum.symm
    -- pick `n` distinct energies in increasing order
    refine coefficients_eq_zero n b x (Finset.orderEmbOfCardLe _ hn) hb
      (Finset.orderEmbOfCardLe _ hn).strictMono fun j => ?_
    obtain ⟨k, _, hkj⟩ := Finset.mem_image.1 (Finset.orderEmbOfCardLe_mem _ hn j)
    rw [← hkj]
    exact pow_eq_zero_iff two_ne_zero |>.1 (hk k (Finset.mem_univ k))
```

From left to right, too few energies would supply a nonzero $x$ with $x^{\mathsf T}Mx=0$, a contradiction. From right to left, suppose $x^{\mathsf T}Mx=0$. A sum of squares vanishes only if each term does, so $f_x(E_k)=0$ for all $k$. The code picks $n$ distinct energies in increasing order with `Finset.orderEmbOfCardLe`, and `coefficients_eq_zero` then gives $x=0$. Only this direction uses injectivity of `b`.

The determinant obeys the same criterion. A positive definite matrix has positive determinant. With too few energies, the vector $x$ from the dimension count satisfies $(Mx)_i=\sum_k e^{-b_iE_k}f_x(E_k)=0$, so $M$ is singular.

```lean
/-- For `n` distinct inverse temperatures, the determinant of `Z(bᵢ + bⱼ)` is positive exactly
when the spectrum has at least `n` distinct energies. -/
theorem thermalMatrix_det_pos_iff (E : ι → ℝ) {b : Fin n → ℝ} (hb : Function.Injective b) :
    0 < (thermalMatrix E b).det ↔ n ≤ levelCount E := by
  refine ⟨fun hdet => ?_, fun hn => ((thermalMatrix_posDef_iff E hb).2 hn).det_pos⟩
  by_contra hlt
  obtain ⟨x, hx0, hx⟩ := exists_vanishing_combination E b (not_le.1 hlt)
  have hMx : thermalMatrix E b *ᵥ x = 0 := by
    funext i
    rw [thermalMatrix_mulVec]
    simp [hx]
  exact hdet.ne' (Matrix.exists_mulVec_eq_zero_iff.1 ⟨x, hx0, hMx⟩)

end

end ThermalGramMatrix
```

```lean
#print axioms ThermalGramMatrix.thermalMatrix_posDef_iff
-- 'ThermalGramMatrix.thermalMatrix_posDef_iff' depends on axioms: [propext, Classical.choice, Quot.sound]
#print axioms ThermalGramMatrix.thermalMatrix_det_pos_iff
-- 'ThermalGramMatrix.thermalMatrix_det_pos_iff' depends on axioms: [propext, Classical.choice, Quot.sound]
```

The criterion gives no positive lower bound on the eigenvalues of $M$. A positive definite matrix may still be nearly singular, as two levels already show.

## Two levels and two temperatures

Take energies $0$ and $\varepsilon\neq0$, each nondegenerate, and write $p=e^{-b_0\varepsilon}$ and $q=e^{-b_1\varepsilon}$. Then

$$M=\begin{pmatrix}1+p^2&1+pq\\1+pq&1+q^2\end{pmatrix},\qquad \det M=(p-q)^2 .$$

The determinant is positive exactly when $b_0\neq b_1$, and it tends to zero as $b_1\to b_0$ at fixed $\varepsilon$. For $b_0\neq b_1$ the least-squares system has the unique solution

$$x_0=\frac{F(\varepsilon)-qF(0)}{p-q},\qquad x_1=\frac{pF(0)-F(\varepsilon)}{p-q},$$

which reproduces $F$ at both levels. If $\varepsilon\to0$ at fixed $b_0\neq b_1$, then $p$ and $q$ both tend to 1. The two levels merge into one degenerate level, and the determinant goes to zero.

The theorems also hold at the extremes. For $n=1$ the matrix is the number $Z(2b_0)$, which is positive as soon as there is one state. For an empty spectrum $Z=0$, and only the $0\times0$ matrix, whose determinant is 1, counts as positive definite.
